# The two parts of a Slater determinant share all occupation-fluctuation moments of positive order

## A determinant represented by its density matrix

The Slater determinant is represented here by its one-body density matrix P, not by a many-electron wave function. The orthonormal spin orbitals are split into two finite sets m and n, so P has four blocks:

P = [ A B ; C D ]

A and D are the density matrices of the two subsystems, and B and C couple them. For a single determinant P is a Hermitian projection: P² = P says that each natural orbital of the whole system is either full or empty.

A subsystem need not have such sharp occupations. An eigenvalue a of A lies between 0 and 1, and a(1 − a) measures how far it is from both ends. The matrix A − A² collects these numbers, and its trace is the variance of the particle number in the first subsystem. The "moments" below are the power sums

tr((A − A²)^k) = Σ [a(1 − a)]^k,

with the sum over the eigenvalues of A. They are not the higher moments of the particle number.

## Equal moments on both sides of the cut

The main theorem, `trace_fluct_pow_eq`, says that if P² = P, then for every k ≥ 1

tr((A − A²)^k) = tr((D − D²)^k).

In Lean the orbitals are indexed by `m ⊕ n`, the blocks A, B, C, D are `P.toBlocks₁₁`, `P.toBlocks₁₂`, `P.toBlocks₂₁`, `P.toBlocks₂₂`, and `fluct A` is A − A². The hypothesis `hP` is idempotency. Hermiticity is not needed for this equality and is assumed only in `trace_fluct_eq_sum` and `partner_orbital`, where squared moduli or norms appear.

The one-body density matrix of an electronic state is idempotent only if the state is a single determinant. Correlated states and thermally smeared occupations generally have P² ≠ P and are not covered. Nor are infinite orbital sets.

## Two block equations and a cyclic trace

The diagonal blocks of P² = P read

A² + BC = A and CB + D² = D,

so that

A − A² = BC and D − D² = CB.

The two fluctuation matrices are the same product in opposite orders. Their powers are related by

(BC)^(k+1) = B (CB)^k C for k ≥ 0.

At k = 0 both sides are BC. If the identity holds for k, then

(BC)^(k+2) = B (CB)^k C · BC = B (CB)^(k+1) C.

Cyclicity of the trace now gives

tr((BC)^(k+1)) = tr(B (CB)^k C) = tr(CB (CB)^k) = tr((CB)^(k+1)),

which covers every positive order. By linearity, tr f(A − A²) = tr f(D − D²) for every polynomial f with f(0) = 0. A constant term would contribute multiples of the two orbital counts, which may differ.

## Coherence across the cut and paired orbitals

If P is Hermitian, then C = B†, and the first moment becomes

tr(A − A²) = tr(BB†) = Σ_i Σ_j |P_ij|²,

with i in the first subsystem and j in the second. The number fluctuation is the total squared coherence across the cut.

The upper right block of P² = P is AB + BD = B. If Dv = dv, then

A(Bv) = Bv − BDv = (1 − d) Bv,

‖Bv‖² = v†CBv = v†(D − D²)v = d(1 − d)‖v‖².

For normalised v and 0 < d < 1, the vector Bv/√(d(1 − d)) is therefore a normalised orbital of the first subsystem with occupation 1 − d. For d = 0 or d = 1, Bv vanishes and there is no partner.

One particle spread evenly over three sites, cut into one site and two, shows the pairing. With equal amplitudes on the three sites, every entry of P is 1/3. The single site has occupation 1/3, and the pair of sites has occupations 2/3 and 0. Both first moments are 2/9, while the zeroth moments are 1 and 2, so the condition k ≥ 1 is needed.

## The entanglement entropy follows the same route

For a single determinant, where P is a Hermitian projection, the entanglement entropy of the first subsystem is, with 0 ln 0 = 0,

S = −Σ [a ln a + (1 − a) ln(1 − a)].

Each term is unchanged under a → 1 − a, so it is a function g of a(1 − a), with g(0) = 0. The two blocks have finitely many eigenvalues, so a(1 − a) takes only finitely many values on them. Some polynomial without constant term agrees with g at all these values, and the polynomial identity gives equal entropies. This last step is an argument by hand and is not among the theorems in the file. For a single determinant in a finite orbital set, the entropy can thus be computed from whichever block is smaller.

## The Lean file

```lean
import Mathlib

open Matrix Polynomial

namespace SlaterOccupationFluctuations

noncomputable section

variable {m n : Type*} [Fintype m] [Fintype n] [DecidableEq m] [DecidableEq n]

/-- The occupation-fluctuation matrix `A - A²` of a subsystem with one-body density
matrix `A`. -/
def fluct {l : Type*} [Fintype l] [DecidableEq l] (A : Matrix l l ℂ) : Matrix l l ℂ :=
  A - A ^ 2

omit [DecidableEq n] in
/-- The fluctuation matrix of the first subsystem is the product of the two blocks of the
projection that couple the subsystems. -/
theorem fluct_left {P : Matrix (m ⊕ n) (m ⊕ n) ℂ} (hP : P * P = P) :
    fluct P.toBlocks₁₁ = P.toBlocks₁₂ * P.toBlocks₂₁ := by
  -- the upper left block of `P² = P`
  have h : P.toBlocks₁₁ * P.toBlocks₁₁ + P.toBlocks₁₂ * P.toBlocks₂₁ = P.toBlocks₁₁ := by
    ext i j
    have h := congrArg (fun M => M (Sum.inl i) (Sum.inl j)) hP
    simpa only [Matrix.add_apply, Matrix.mul_apply, Fintype.sum_sum_type, toBlocks₁₁,
      toBlocks₁₂, toBlocks₂₁, Matrix.of_apply] using h
  rw [fluct, pow_two, sub_eq_iff_eq_add']
  exact h.symm

omit [DecidableEq m] in
/-- For a projection, the fluctuation matrix of the second subsystem is the product of the same two
coupling blocks as in `fluct_left`, in the opposite order. -/
theorem fluct_right {P : Matrix (m ⊕ n) (m ⊕ n) ℂ} (hP : P * P = P) :
    fluct P.toBlocks₂₂ = P.toBlocks₂₁ * P.toBlocks₁₂ := by
  -- the lower right block of `P² = P`
  have h : P.toBlocks₂₁ * P.toBlocks₁₂ + P.toBlocks₂₂ * P.toBlocks₂₂ = P.toBlocks₂₂ := by
    ext i j
    have h := congrArg (fun M => M (Sum.inr i) (Sum.inr j)) hP
    simpa only [Matrix.add_apply, Matrix.mul_apply, Fintype.sum_sum_type, toBlocks₂₂,
      toBlocks₁₂, toBlocks₂₁, Matrix.of_apply] using h
  rw [fluct, pow_two, sub_eq_iff_eq_add]
  exact h.symm

/-- Powers of a product of rectangular matrices can be regrouped around the product taken
in the opposite order. -/
theorem mul_pow_regroup (B : Matrix m n ℂ) (C : Matrix n m ℂ) (k : ℕ) :
    (B * C) ^ (k + 1) = B * (C * B) ^ k * C := by
  induction k with
  | zero => simp
  | succ k ih =>
    rw [pow_succ, ih, pow_succ (C * B) k]
    simp only [Matrix.mul_assoc]

/-- The two complementary subsystems of a projection have equal occupation-fluctuation
moments of every order `k ≥ 1`. -/
theorem trace_fluct_pow_eq {P : Matrix (m ⊕ n) (m ⊕ n) ℂ} (hP : P * P = P)
    {k : ℕ} (hk : 1 ≤ k) :
    trace (fluct P.toBlocks₁₁ ^ k) = trace (fluct P.toBlocks₂₂ ^ k) := by
  obtain ⟨j, rfl⟩ := Nat.exists_eq_add_of_le' hk
  -- regroup, then move the last factor to the front under the trace
  rw [fluct_left hP, fluct_right hP, mul_pow_regroup, Matrix.trace_mul_comm,
    ← Matrix.mul_assoc, ← pow_succ']

/-- For a projection, every polynomial without constant term, evaluated at the fluctuation matrix,
has the same trace in both subsystems. -/
theorem trace_polynomial_fluct_eq {P : Matrix (m ⊕ n) (m ⊕ n) ℂ} (hP : P * P = P)
    (f : ℂ[X]) (hf : f.coeff 0 = 0) :
    trace (aeval (fluct P.toBlocks₁₁) f) = trace (aeval (fluct P.toBlocks₂₂) f) := by
  rw [Polynomial.aeval_eq_sum_range, Polynomial.aeval_eq_sum_range,
    Matrix.trace_sum, Matrix.trace_sum]
  refine Finset.sum_congr rfl fun i _ => ?_
  rw [Matrix.trace_smul, Matrix.trace_smul]
  rcases Nat.eq_zero_or_pos i with rfl | hi
  · rw [hf, zero_smul, zero_smul]
  · rw [trace_fluct_pow_eq hP hi]

omit [DecidableEq n] in
/-- For a Hermitian projection the first fluctuation moment is the sum of the squared
moduli of the density-matrix elements between the two subsystems. -/
theorem trace_fluct_eq_sum {P : Matrix (m ⊕ n) (m ⊕ n) ℂ} (hH : P.IsHermitian)
    (hP : P * P = P) :
    trace (fluct P.toBlocks₁₁) = ∑ i, ∑ j, (‖P (Sum.inl i) (Sum.inr j)‖ : ℂ) ^ 2 := by
  rw [fluct_left hP]
  simp only [Matrix.trace, Matrix.diag_apply, Matrix.mul_apply]
  refine Finset.sum_congr rfl fun i _ => Finset.sum_congr rfl fun j _ => ?_
  change P (Sum.inl i) (Sum.inr j) * P (Sum.inr j) (Sum.inl i) = _
  rw [← hH.apply (Sum.inr j) (Sum.inl i), Complex.star_def, Complex.mul_conj,
    Complex.normSq_eq_norm_sq, Complex.ofReal_pow]

omit [DecidableEq m] in
/-- For a Hermitian projection, the upper right block sends an orbital `v` of the second subsystem
with occupation `d` to a vector `w` of the first that satisfies the eigenvalue equation with
occupation `1 - d`, and the squared norm of `w` is `d (1 - d)` times that of `v`. -/
theorem partner_orbital {P : Matrix (m ⊕ n) (m ⊕ n) ℂ} (hH : P.IsHermitian)
    (hP : P * P = P) {v : n → ℂ} {d : ℂ} (hv : P.toBlocks₂₂ *ᵥ v = d • v) :
    P.toBlocks₁₁ *ᵥ (P.toBlocks₁₂ *ᵥ v) = (1 - d) • (P.toBlocks₁₂ *ᵥ v) ∧
      star (P.toBlocks₁₂ *ᵥ v) ⬝ᵥ (P.toBlocks₁₂ *ᵥ v) = d * (1 - d) * (star v ⬝ᵥ v) := by
  constructor
  · -- the upper right block of `P² = P`, applied to `v`
    have h12 : P.toBlocks₁₁ * P.toBlocks₁₂ + P.toBlocks₁₂ * P.toBlocks₂₂
        = P.toBlocks₁₂ := by
      ext i j
      have h := congrArg (fun M => M (Sum.inl i) (Sum.inr j)) hP
      simpa only [Matrix.add_apply, Matrix.mul_apply, Fintype.sum_sum_type, toBlocks₁₁,
        toBlocks₁₂, toBlocks₂₂, Matrix.of_apply] using h
    have h := congrArg (fun M => M *ᵥ v) h12
    simp only [Matrix.add_mulVec, ← Matrix.mulVec_mulVec, hv, Matrix.mulVec_smul] at h
    rw [sub_smul, one_smul]
    exact eq_sub_of_add_eq h
  · -- Hermiticity turns the squared norm into an expectation value of `D - D²`
    have hC : P.toBlocks₁₂ᴴ = P.toBlocks₂₁ := by
      ext i j
      exact hH.apply (Sum.inr i) (Sum.inl j)
    rw [Matrix.star_mulVec, ← Matrix.dotProduct_mulVec, Matrix.mulVec_mulVec, hC,
      ← fluct_right hP, fluct, Matrix.sub_mulVec, pow_two, ← Matrix.mulVec_mulVec, hv,
      Matrix.mulVec_smul, hv, smul_smul, ← sub_smul, dotProduct_smul, smul_eq_mul]
    ring

/-- The density matrix of one particle spread evenly over three sites, cut into one site
and two sites. -/
def delocalized : Matrix (Fin 1 ⊕ Fin 2) (Fin 1 ⊕ Fin 2) ℂ :=
  Matrix.of fun _ _ => 1 / 3

/-- The evenly spread particle gives a Hermitian projection. -/
theorem delocalized_witness :
    delocalized.IsHermitian ∧ delocalized * delocalized = delocalized := by
  constructor
  · ext i j
    simp [delocalized, Matrix.conjTranspose_apply]
  · ext i j
    simp only [delocalized, Matrix.mul_apply, Matrix.of_apply, Finset.sum_const,
      Finset.card_univ, Fintype.card_sum, Fintype.card_fin, nsmul_eq_mul]
    norm_num

/-- For the evenly spread particle the first fluctuation moment of the one-site subsystem is `2/9`,
while the moments of order zero of the two subsystems differ. -/
theorem delocalized_moments :
    trace (fluct delocalized.toBlocks₁₁) = 2 / 9 ∧
      trace (fluct delocalized.toBlocks₁₁ ^ 0) ≠ trace (fluct delocalized.toBlocks₂₂ ^ 0) := by
  constructor
  · rw [trace_fluct_eq_sum delocalized_witness.1 delocalized_witness.2]
    simp only [delocalized, Matrix.of_apply, Finset.sum_const, Finset.card_univ,
      Fintype.card_fin, nsmul_eq_mul]
    norm_num
  · rw [pow_zero, pow_zero, Matrix.trace_one, Matrix.trace_one, Fintype.card_fin,
      Fintype.card_fin]
    norm_num

end

end SlaterOccupationFluctuations
```

```lean
#print axioms SlaterOccupationFluctuations.trace_fluct_pow_eq
-- 'SlaterOccupationFluctuations.trace_fluct_pow_eq' depends on axioms: [propext, Classical.choice, Quot.sound]
#print axioms SlaterOccupationFluctuations.trace_polynomial_fluct_eq
-- 'SlaterOccupationFluctuations.trace_polynomial_fluct_eq' depends on axioms: [propext, Classical.choice, Quot.sound]
#print axioms SlaterOccupationFluctuations.partner_orbital
-- 'SlaterOccupationFluctuations.partner_orbital' depends on axioms: [propext, Classical.choice, Quot.sound]
#print axioms SlaterOccupationFluctuations.delocalized_moments
-- 'SlaterOccupationFluctuations.delocalized_moments' depends on axioms: [propext, Classical.choice, Quot.sound]
```

## How the proof follows the algebra

`fluct_left` and `fluct_right` obtain the two diagonal block equations by comparing entries of `P * P = P`. Splitting the sum over `m ⊕ n` into its two parts turns each entry into a sum of two block products, and rearranging gives BC and CB.

`mul_pow_regroup` is the induction on k; its step splits off one factor and reassociates. In `trace_fluct_pow_eq`, k is written as j + 1, both fluctuation matrices are replaced by their products, and `Matrix.trace_mul_comm` moves the last C to the front.

`trace_polynomial_fluct_eq` expands the polynomial and compares the traces term by term. The term of order zero vanishes by `hf`; every other term is a case of the moment theorem.

`trace_fluct_eq_sum` writes the trace of BC as a double sum and uses Hermiticity to turn each product into a squared modulus. `partner_orbital` proves its two claims separately: the upper right block equation applied to `v` gives the eigenvalue equation, and `hC`, which states B† = C, reduces the squared norm to v†(D − D²)v. The theorem allows `v` to be zero and does not normalise it.

`delocalized_witness` checks that the three-site matrix is a Hermitian projection. `delocalized_moments` then evaluates the first moment through the double sum and compares the traces of the two identity matrices at order zero.
